# Imaginary-time propagation for time t under a Hamiltonian with energies 0, 1, …, N − 1 scales the component of a uniform trial vector on level n by e^(−nt)

The Hamiltonian here is a finite real diagonal matrix, written in its eigenbasis, with dimensionless energies 0, 1, …, N − 1. The theorem says that for every real t, applying exp(−tH) to the trial vector (1, 1, …, 1) gives a vector whose component on level i is exp(−t)^i. Neither vector is normalised in general: for N > 0 the trial vector has norm √N, and starting from its normalised form would divide every component of the result by √N. The attempt writes −tH as a diagonal matrix, uses `Matrix.exp_diagonal` to move the exponential onto the diagonal entries, and then compares the two sides level by level.

The first attempt, which Lean rejects:

```lean
import Mathlib

open Matrix Filter Topology

namespace PropagateTrial

noncomputable section

/-- The Hamiltonian with `N` equally spaced levels `0, 1, ..., N - 1`, in its eigenbasis. -/
def ladder (N : ℕ) : Matrix (Fin N) (Fin N) ℝ :=
  Matrix.diagonal fun i => ((i : ℕ) : ℝ)

/-- The trial vector `(1, 1, ..., 1)`. -/
def trial (N : ℕ) : Fin N → ℝ := fun _ => 1

/-- Imaginary-time propagation under `ladder N` multiplies the component of the trial vector on
level `i` by `exp(-t) ^ i`. -/
theorem propagate_trial (N : ℕ) (t : ℝ) :
    NormedSpace.exp ((-t) • ladder N) *ᵥ trial N
      = fun i : Fin N => Real.exp (-t) ^ (i : ℕ) := by
  have h : (-t) • ladder N = Matrix.diagonal (fun i : Fin N => (-t) * ((i : ℕ) : ℝ)) := by
    ext i j
    by_cases hij : i = j
    · subst hij
      simp [ladder]
    · simp [ladder, hij]
  rw [h, Matrix.exp_diagonal]
  ext i
  rw [Matrix.mulVec_diagonal, Pi.exp_apply, ← Real.exp_eq_exp_ℝ, ← Real.exp_nat_mul]
  simp [trial, mul_comm]

end

end PropagateTrial
```

The compiler's answer:

```
Main.lean:29:30: error(lean.unknownIdentifier): Unknown identifier `Pi.exp_apply`
Main.lean:20:52: error: unsolved goals
N : ℕ
t : ℝ
h : -t • ladder N = diagonal fun i => -t * ↑↑i
i : Fin N
⊢ NormedSpace.exp (fun i => -t * ↑↑i) i * trial N i = Real.exp (-t) ^ ↑i
```

What went wrong. The first message says that Lean knows no lemma called `Pi.exp_apply` in this file. The `rw` therefore stops after `Matrix.mulVec_diagonal`, and the second message shows the goal left at that point. In it, `NormedSpace.exp` is applied to the whole function of diagonal entries, and the result is then evaluated at `i`. The missing step is to turn this into the exponential of the single real number `-t * ↑↑i`, which is the form that `← Real.exp_eq_exp_ℝ` needs in order to rewrite it as `Real.exp`.

The repair proves that step as `he`. Evaluation at `i` is a ring homomorphism, `Pi.evalRingHom`, and it is continuous by `continuous_apply i`, so `NormedSpace.map_exp` says that it commutes with the exponential. Putting `he` in place of the unknown name lets the remaining rewrites go through, and the unchanged `simp` closes the goal. The added comment only explains the step.

Fix (accepted with no message):

```diff
@@ -27,5 +27,9 @@
   rw [h, Matrix.exp_diagonal]
   ext i
-  rw [Matrix.mulVec_diagonal, Pi.exp_apply, ← Real.exp_eq_exp_ℝ, ← Real.exp_nat_mul]
+  -- evaluation at a level commutes with the exponential
+  have he : NormedSpace.exp (fun j : Fin N => (-t) * ((j : ℕ) : ℝ)) i
+      = NormedSpace.exp ((-t) * ((i : ℕ) : ℝ)) :=
+    NormedSpace.map_exp (Pi.evalRingHom (fun _ : Fin N => ℝ) i) (continuous_apply i) _
+  rw [Matrix.mulVec_diagonal, he, ← Real.exp_eq_exp_ℝ, ← Real.exp_nat_mul]
   simp [trial, mul_comm]
 
```
